# An even spectrum does not justify folding an orbital occupation: H(k) = diag(sin k, −sin k)

Whether an average of orbital occupations over crystal momenta k may be folded by identifying k with −k depends on how "occupation of an orbital" is defined, and here it is a diagonal entry of the Fermi-Dirac density matrix in a fixed, k-independent basis, not the occupation of an eigenvalue sorted by size. With that definition the two-orbital chain H(k) = diag(sin k, −sin k) has the same spectrum at k and −k, and yet, at positive temperature and zero chemical potential, folding the uniform mesh of 2p points k = πr/p (r = 0, …, 2p − 1, with p ≥ 2) onto its points in 0 ≤ k ≤ π underestimates the occupation of the first orbital.

```lean
import Mathlib

open Finset Matrix Real

namespace EvenBandsFolding

noncomputable section

/-- Fermi-Dirac occupation of a level `e` at inverse temperature `β` and chemical potential `μ`. -/
def fermi (β μ e : ℝ) : ℝ := 1 / (Real.exp (β * (e - μ)) + 1)

/-- One-particle density matrix `(exp (β (H - μ)) + 1)⁻¹` of a Hamiltonian matrix `H`. -/
def density {n : Type*} [Fintype n] [DecidableEq n] (β μ : ℝ) (H : Matrix n n ℝ) :
    Matrix n n ℝ :=
  (NormedSpace.exp (β • (H - μ • (1 : Matrix n n ℝ))) + 1)⁻¹

/-- The two-orbital Bloch Hamiltonian `H(k) = diag(sin k, -sin k)`. -/
def ham (k : ℝ) : Matrix (Fin 2) (Fin 2) ℝ := Matrix.diagonal ![Real.sin k, -Real.sin k]

/-- Occupation of the first orbital at `k`: the first diagonal entry of the density matrix. -/
def orbOcc (β μ k : ℝ) : ℝ := density β μ (ham k) 0 0

/-- Electron count at `k`: the trace of the density matrix. -/
def electrons (β μ k : ℝ) : ℝ := Matrix.trace (density β μ (ham k))

/-- The mesh point `k_r = π r / p`. -/
def kpt (p r : ℕ) : ℝ := π * r / p

/-- Equal-weight average over the full mesh `k_r`, `r < 2p`. -/
def fullAvg (p : ℕ) (g : ℝ → ℝ) : ℝ := (∑ r ∈ Finset.range (2 * p), g (kpt p r)) / (2 * p)

/-- Average over the folded mesh `k_0 = 0, …, k_p = π`, with weight `1/(2p)` at both ends
and `1/p` inside. -/
def foldAvg (p : ℕ) (g : ℝ → ℝ) : ℝ :=
  (g 0 + g π) / (2 * p) + (∑ r ∈ Finset.Ico 1 p, g (kpt p r)) / p

/-- At `μ = 0` the occupations of the levels `e` and `-e` add up to one. -/
theorem fermi_add_neg (β e : ℝ) : fermi β 0 e + fermi β 0 (-e) = 1 := by
  unfold fermi
  rw [show β * (-e - 0) = -(β * (e - 0)) by ring, Real.exp_neg]
  have hx := Real.exp_pos (β * (e - 0))
  generalize Real.exp (β * (e - 0)) = x at hx ⊢
  field_simp
  all_goals ring

/-- At positive temperature and `μ = 0` a level of positive energy is less than half filled. -/
theorem fermi_lt_half {β e : ℝ} (hβ : 0 < β) (he : 0 < e) : fermi β 0 e < 1 / 2 := by
  unfold fermi
  have h1 := Real.add_one_le_exp (β * (e - 0))
  have h2 : 0 < β * (e - 0) := mul_pos hβ (by linarith)
  exact one_div_lt_one_div_of_lt (by norm_num) (by linarith)

/-- The density matrix of a diagonal Hamiltonian is diagonal, with the Fermi-Dirac
occupations of the diagonal energies as entries. -/
theorem density_diagonal {n : Type*} [Fintype n] [DecidableEq n] (β μ : ℝ) (d : n → ℝ) :
    density β μ (Matrix.diagonal d) = Matrix.diagonal (fun i => fermi β μ (d i)) := by
  have h1 : β • (Matrix.diagonal d - μ • (1 : Matrix n n ℝ))
      = Matrix.diagonal (fun i => β * (d i - μ)) := by
    ext i j
    by_cases h : i = j
    · subst h
      simp
    · simp [h]
  -- the exponential acts entry by entry on the diagonal
  have h2 : NormedSpace.exp (Matrix.diagonal (fun i => β * (d i - μ))) + 1
      = Matrix.diagonal (fun i => Real.exp (β * (d i - μ)) + 1) := by
    rw [Matrix.exp_diagonal, Pi.exp_def]
    ext i j
    by_cases h : i = j
    · subst h
      simp [Real.exp_eq_exp_ℝ]
    · simp [h]
  rw [density, h1, h2]
  apply Matrix.inv_eq_right_inv
  rw [Matrix.diagonal_mul_diagonal]
  ext i j
  by_cases h : i = j
  · subst h
    simp only [Matrix.diagonal_apply_eq, Matrix.one_apply_eq, fermi]
    have hne : Real.exp (β * (d i - μ)) + 1 ≠ 0 := by positivity
    exact mul_one_div_cancel hne
  · simp [h]

/-- `H(-k)` and `H(k)` have the same characteristic polynomial. -/
theorem charpoly_ham_neg (k : ℝ) : (ham (-k)).charpoly = (ham k).charpoly := by
  simp [ham, Matrix.charpoly_diagonal, Fin.prod_univ_two, mul_comm]

/-- The first orbital has occupation `f(sin k)` and the electron count is
`f(sin k) + f(-sin k)`. -/
theorem occupations (β μ k : ℝ) :
    orbOcc β μ k = fermi β μ (Real.sin k) ∧
    electrons β μ k = fermi β μ (Real.sin k) + fermi β μ (-Real.sin k) := by
  constructor
  · simp [orbOcc, ham, density_diagonal]
  · simp [electrons, ham, density_diagonal, Matrix.trace_diagonal, Fin.sum_univ_two]

/-- For a `2π`-periodic quantity and `p = q + 1`, the full-mesh average equals the folded
average of the even part `(g k + g (-k)) / 2`. -/
theorem fullAvg_eq_foldAvg_evenPart (q : ℕ) {g : ℝ → ℝ} (hg : Function.Periodic g (2 * π)) :
    fullAvg (q + 1) g = foldAvg (q + 1) (fun k => (g k + g (-k)) / 2) := by
  have hπ : g (-π) = g π := by
    rw [← hg (-π)]
    exact congrArg g (by ring)
  -- the upper half of the mesh consists of the points `-k` shifted by `2π`
  have hrefl : ∑ r ∈ Finset.range q, g (kpt (q + 1) (q + 1 + (r + 1)))
      = ∑ r ∈ Finset.range q, g (-kpt (q + 1) (r + 1)) := by
    rw [← Finset.sum_range_reflect (fun r => g (kpt (q + 1) (q + 1 + (r + 1)))) q]
    refine Finset.sum_congr rfl fun r hr => ?_
    have hr' := Finset.mem_range.1 hr
    obtain ⟨s, hs⟩ : ∃ s, q = r + 1 + s := ⟨q - (r + 1), by omega⟩
    show g (kpt (q + 1) (q + 1 + (q - 1 - r + 1))) = g (-kpt (q + 1) (r + 1))
    rw [show q - 1 - r = s by omega, ← hg (-kpt (q + 1) (r + 1))]
    refine congrArg g ?_
    subst hs
    unfold kpt
    push_cast
    have : (r : ℝ) + 1 + s + 1 ≠ 0 := by positivity
    field_simp
    ring
  have hsplit : ∀ F : ℕ → ℝ, ∑ r ∈ Finset.range (2 * (q + 1)), F r
      = (∑ r ∈ Finset.range q, F (r + 1) + F 0)
        + (∑ r ∈ Finset.range q, F (q + 1 + (r + 1)) + F (q + 1 + 0)) := by
    intro F
    rw [two_mul, Finset.sum_range_add, Finset.sum_range_succ', Finset.sum_range_succ']
  have hIco : ∀ F : ℕ → ℝ,
      ∑ r ∈ Finset.Ico 1 (q + 1), F r = ∑ r ∈ Finset.range q, F (r + 1) := by
    intro F
    rw [Finset.sum_Ico_eq_sum_range, Nat.add_sub_cancel]
    exact Finset.sum_congr rfl fun r _ => by rw [add_comm]
  have h0 : kpt (q + 1) 0 = 0 := by simp [kpt]
  have hp : kpt (q + 1) (q + 1 + 0) = π := by
    have : ((q + 1 : ℕ) : ℝ) ≠ 0 := by positivity
    rw [kpt, add_zero, mul_div_assoc, div_self this, mul_one]
  simp only [fullAvg, foldAvg]
  rw [hsplit, hIco, hrefl, h0, hp, neg_zero, hπ, ← Finset.sum_div, Finset.sum_add_distrib]
  generalize ((q + 1 : ℕ) : ℝ) = c
  ring

/-- For `p = q + 1` and all `β`, `μ`, the full and the folded averages of the electron count
agree. -/
theorem electrons_fold_exact (q : ℕ) (β μ : ℝ) :
    fullAvg (q + 1) (electrons β μ) = foldAvg (q + 1) (electrons β μ) := by
  have h := fun k => (occupations β μ k).2
  have hper : Function.Periodic (electrons β μ) (2 * π) := fun k => by
    rw [h, h, Real.sin_add_two_pi]
  rw [fullAvg_eq_foldAvg_evenPart q hper]
  refine congrArg _ (funext fun k => ?_)
  show (electrons β μ k + electrons β μ (-k)) / 2 = electrons β μ k
  rw [h k, h (-k), Real.sin_neg, neg_neg]
  ring

/-- At positive temperature, `μ = 0` and `p = q + 2`, the first-orbital occupation averages to
`1/2` over the full mesh and to strictly less than `1/2` over the folded mesh. -/
theorem orbOcc_fold_fails (q : ℕ) {β : ℝ} (hβ : 0 < β) :
    fullAvg (q + 2) (orbOcc β 0) = 1 / 2 ∧ foldAvg (q + 2) (orbOcc β 0) < 1 / 2 := by
  have h := fun k => (occupations β 0 k).1
  have hper : Function.Periodic (orbOcc β 0) (2 * π) := fun k => by
    rw [h, h, Real.sin_add_two_pi]
  have hc : foldAvg (q + 2) (fun _ => 1 / 2) = 1 / 2 := by
    simp only [foldAvg]
    rw [Finset.sum_const, Nat.card_Ico, show q + 2 - 1 = q + 1 from rfl, nsmul_eq_mul]
    push_cast
    have : (q : ℝ) + 2 ≠ 0 := by positivity
    field_simp
    ring
  have hq : (0 : ℝ) < ((q + 2 : ℕ) : ℝ) := by positivity
  constructor
  · -- the even part of the occupation is the constant 1/2
    have heven : (fun k => (orbOcc β 0 k + orbOcc β 0 (-k)) / 2) = fun _ => (1 / 2 : ℝ) := by
      funext k
      rw [h k, h (-k), Real.sin_neg, fermi_add_neg]
    have key := fullAvg_eq_foldAvg_evenPart (q + 1) hper
    rw [heven] at key
    exact key.trans hc
  · -- inside (0, π) the orbital lies above the chemical potential
    have hz : fermi β 0 0 = 1 / 2 := by
      have := fermi_add_neg β 0
      rw [neg_zero] at this
      linarith
    have hs : ∑ r ∈ Finset.Ico 1 (q + 2), orbOcc β 0 (kpt (q + 2) r)
        < ∑ _r ∈ Finset.Ico 1 (q + 2), (1 / 2 : ℝ) := by
      refine Finset.sum_lt_sum_of_nonempty ⟨1, Finset.mem_Ico.2 ⟨le_rfl, by omega⟩⟩
        fun r hr => ?_
      obtain ⟨h1, h2⟩ := Finset.mem_Ico.1 hr
      have h1' : (0 : ℝ) < r := by exact_mod_cast h1
      have h2' : (r : ℝ) < ((q + 2 : ℕ) : ℝ) := by exact_mod_cast h2
      rw [h]
      refine fermi_lt_half hβ (Real.sin_pos_of_pos_of_lt_pi ?_ ?_)
      · exact div_pos (mul_pos Real.pi_pos h1') hq
      · exact (div_lt_iff₀ hq).2 (mul_lt_mul_of_pos_left h2' Real.pi_pos)
    refine lt_of_lt_of_eq ?_ hc
    simp only [foldAvg]
    rw [h 0, h π, Real.sin_zero, Real.sin_pi, hz]
    have := div_lt_div_of_pos_right hs hq
    linarith

/-- At `T = 1`, `μ = 0` the first-orbital occupation averages to `1/2` over `0, π/2, π, 3π/2`,
while weights `1/4, 1/2, 1/4` on `0, π/2, π` give `1/4 + (1/2)/(e + 1)`, which is below `1/2`. -/
theorem four_point_mesh :
    (orbOcc 1 0 0 + orbOcc 1 0 (π / 2) + orbOcc 1 0 π + orbOcc 1 0 (3 * π / 2)) / 4 = 1 / 2 ∧
    1 / 4 * orbOcc 1 0 0 + 1 / 2 * orbOcc 1 0 (π / 2) + 1 / 4 * orbOcc 1 0 π
      = 1 / 4 + (1 / 2) / (Real.exp 1 + 1) ∧
    1 / 4 * orbOcc 1 0 0 + 1 / 2 * orbOcc 1 0 (π / 2) + 1 / 4 * orbOcc 1 0 π < 1 / 2 := by
  have h := fun k => (occupations 1 0 k).1
  have h3 : Real.sin (3 * π / 2) = -1 := by
    rw [show 3 * π / 2 = π / 2 + π by ring, Real.sin_add_pi, Real.sin_pi_div_two]
  have hz := fermi_add_neg 1 0
  rw [neg_zero] at hz
  have hs := fermi_add_neg 1 1
  have hl : fermi 1 0 1 < 1 / 2 := fermi_lt_half one_pos one_pos
  have h1 : (1 / 2) / (Real.exp 1 + 1) = 1 / 2 * fermi 1 0 1 := by
    rw [fermi, sub_zero, mul_one]
    ring
  rw [h 0, h (π / 2), h π, h (3 * π / 2), Real.sin_zero, Real.sin_pi_div_two, Real.sin_pi, h3,
    h1]
  refine ⟨by linarith, by linarith, by linarith⟩

end

end EvenBandsFolding
```

```lean
#print axioms EvenBandsFolding.occupations
-- 'EvenBandsFolding.occupations' depends on axioms: [propext, Classical.choice, Quot.sound]
#print axioms EvenBandsFolding.electrons_fold_exact
-- 'EvenBandsFolding.electrons_fold_exact' depends on axioms: [propext, Classical.choice, Quot.sound]
#print axioms EvenBandsFolding.orbOcc_fold_fails
-- 'EvenBandsFolding.orbOcc_fold_fails' depends on axioms: [propext, Classical.choice, Quot.sound]
#print axioms EvenBandsFolding.four_point_mesh
-- 'EvenBandsFolding.four_point_mesh' depends on axioms: [propext, Classical.choice, Quot.sound]
```

## Density matrix, meshes and theorems

Write β for the inverse temperature 1/T (Boltzmann's constant is 1), μ for the chemical potential and e for a one-particle energy. The definition `fermi β μ e` is the Fermi-Dirac function

f(e) = 1 / (exp(β(e − μ)) + 1).

The definition `density β μ H` accepts any real square matrix H. When H is symmetric, as a real Hamiltonian in an orthonormal basis is, it is the one-particle density matrix of independent fermions; with 1 the identity matrix,

ρ = (exp(β(H − μ·1)) + 1)⁻¹,

with the matrix exponential and the matrix inverse. The Hamiltonian `ham k` is a 2 × 2 matrix whose orbitals are numbered 0 and 1, with energies sin k and −sin k; ρ(k) denotes its density matrix. The occupation of the first orbital, `orbOcc β μ k`, is n₀(k) = ρ(k)₀₀, and the electron count `electrons β μ k` is N(k) = tr ρ(k).

For a whole number p ≥ 1 the mesh points `kpt p r` are k_r = πr/p. A function g of k has two averages, `fullAvg p g` and `foldAvg p g`:

⟨g⟩_full = (1/(2p)) Σ_{r=0}^{2p−1} g(k_r)

⟨g⟩_fold = (g(0) + g(π))/(2p) + (1/p) Σ_{r=1}^{p−1} g(k_r)

The interior sum runs over `Finset.Ico 1 p`, which contains 1 and excludes p, and is empty for p = 1. Each interior point carries double weight because it also stands for its partner −k_r, while 0 and π are their own partners modulo 2π.

The theorems then read as follows. `charpoly_ham_neg` says that H(−k) and H(k) have the same characteristic polynomial for every real k; this is the meaning given to "even spectrum". `fullAvg_eq_foldAvg_evenPart` says that for every 2π-periodic g and p = q + 1, with q a natural number, ⟨g⟩_full equals the folded average of the even part (g(k) + g(−k))/2. `electrons_fold_exact` says ⟨N⟩_full = ⟨N⟩_fold for p = q + 1 and all real β and μ. The main result `orbOcc_fold_fails` takes p = q + 2, β > 0 and μ = 0 and gives

⟨n₀⟩_full = 1/2 and ⟨n₀⟩_fold < 1/2.

Finally `four_point_mesh` writes out β = 1, μ = 0 on the points 0, π/2, π, 3π/2: the plain average is 1/2, and weights 1/4, 1/2, 1/4 on 0, π/2, π give 1/4 + (1/2)/(exp(1) + 1), which is below 1/2. These are the weights of `foldAvg` at p = 2, and the value is about 0.384.

## The chain behind H(k)

The model is one-dimensional and non-interacting, with lattice constant 1, two orthonormal orbitals per cell and no spin-degeneracy factor of two. The energy unit is the amplitude of sin k, so T = 1 means a thermal energy equal to the largest level. The condition μ = 0 places the chemical potential midway between the levels ±sin k, which is half filling. The condition β > 0 with β real means a finite positive temperature: the zero-temperature step function is not covered, and at β = 0 every level has occupation 1/2, so there is nothing to fold wrongly. The bound p ≥ 2 guarantees an interior point; for p = 1 both meshes consist of 0 and π with equal weights and the two averages coincide.

The spectrum is even because sending k to −k exchanges the two diagonal entries. The set of energies is unchanged, but the orbital that carries each energy is not. If orbitals 0 and 1 are read as spin up and spin down, this exchange is what time reversal does to a spin-½ particle, and the model is a chain with a spin-dependent dispersion odd in k. In electronic-structure work the example bears on orbital- and spin-projected populations: in this non-interacting two-orbital chain, a reduction of the mesh that is exact for the electron count gives wrong populations for both orbitals, with opposite errors that cancel in the total.

Exactness of folding is proved for N in this model and, through the even-part identity, follows for any periodic g that equals its own even part. No theorem passes from equal characteristic polynomials of a general H(k) to evenness of spectral quantities; `charpoly_ham_neg` records the property and is not used by the later proofs.

## From the Fermi function to n₀ and N

Two properties of f at μ = 0 are needed. With x = exp(βe) > 0 one has exp(−βe) = 1/x, so

f(e) + f(−e) = 1/(x + 1) + 1/(1/x + 1) = 1/(x + 1) + x/(x + 1) = 1.

In `fermi_add_neg` the rewrite with `Real.exp_neg` produces the reciprocal, `generalize` names the exponential x, and `field_simp` with `ring` clears the fractions. Setting e = 0 gives f(0) = 1/2. For β > 0 and e > 0, put y = βe > 0; then exp(y) ≥ 1 + y > 1, the denominator exceeds 2, and f(e) < 1/2. This is `fermi_lt_half`, with `Real.add_one_le_exp` supplying the bound.

For a diagonal H with entries dᵢ, the matrix β(H − μ·1) is diagonal with entries β(dᵢ − μ), and its exponential plus the identity is diagonal with entries exp(β(dᵢ − μ)) + 1. These are the steps `h1` and `h2` of `density_diagonal`. The entries are positive, so the inverse exists, and `Matrix.inv_eq_right_inv` identifies it by checking that the product with diag(f(dᵢ)) is the identity. The theorem `occupations` reads off

n₀(k) = f(sin k), N(k) = f(sin k) + f(−sin k).

The characteristic polynomial in a variable λ is (λ − sin k)(λ + sin k); replacing k by −k swaps the two factors, which is what `charpoly_ham_neg` checks with `Matrix.charpoly_diagonal`, `Fin.prod_univ_two`, the oddness of the sine and `mul_comm`.

## Pairing r with 2p − r

Let g be 2π-periodic and split the full sum at r = 0 and r = p:

Σ_{r=0}^{2p−1} g(k_r) = g(0) + Σ_{r=1}^{p−1} g(k_r) + g(π) + Σ_{r=p+1}^{2p−1} g(k_r).

As r runs over 1, …, p − 1, the index 2p − r runs over p + 1, …, 2p − 1 in reverse, and k_{2p−r} = 2π − k_r, so g(k_{2p−r}) = g(−k_r). Hence

Σ_{r=0}^{2p−1} g(k_r) = g(0) + g(π) + Σ_{r=1}^{p−1} [g(k_r) + g(−k_r)].

Let gₑ(k) = (g(k) + g(−k))/2. Then gₑ(0) = g(0), and gₑ(π) = g(π) because g(−π) = g(π). Dividing by 2p gives

⟨g⟩_full = (gₑ(0) + gₑ(π))/(2p) + (1/p) Σ_{r=1}^{p−1} gₑ(k_r) = ⟨gₑ⟩_fold.

In Lean p = q + 1 and the interior points are indexed as r + 1 with r < q. The step `hsplit` is the four-way split, `hπ` is g(−π) = g(π), and `h0` and `hp` identify the two end points. In `hrefl`, `Finset.sum_range_reflect` reverses the upper sum, turning its index into q + 1 + (q − 1 − r + 1) = 2p − (r + 1); writing q = r + 1 + s with a natural number s removes the subtraction before the points are compared as real numbers. For p = 1 both interior sums are empty and the identity reduces to (g(0) + g(π))/2 on each side.

## Even N, and n₀ below one half inside (0, π)

N depends on k through sin k, so it is periodic, and N(−k) = f(−sin k) + f(sin k) = N(k) for any β and μ. It equals its even part, and the identity gives ⟨N⟩_full = ⟨N⟩_fold; `electrons_fold_exact` follows exactly these two steps.

For n₀ at μ = 0 the even part is

(f(sin k) + f(−sin k))/2 = 1/2,

which is `heven`. The folded weights add up to 2/(2p) + (p − 1)/p = 1, so the folded average of the constant 1/2 is 1/2 (`hc`), and ⟨n₀⟩_full = 1/2. Folding n₀ itself is different. At 0 and π the sine vanishes and n₀ = 1/2 (`hz`). For 1 ≤ r ≤ p − 1 the point k_r lies in (0, π), so sin k_r > 0 and n₀(k_r) < 1/2. Since p ≥ 2 the interior contains r = 1, and `Finset.sum_lt_sum_of_nonempty` makes the comparison of sums strict (`hs`). Therefore

⟨n₀⟩_fold < 1/(2p) + (p − 1)/(2p) = 1/2.

The proof of `four_point_mesh` substitutes the sines 0, 1, 0, −1 directly. The full average is (1/2 + f(1) + 1/2 + f(−1))/4 = 1/2, and the folded one is 1/8 + f(1)/2 + 1/8 with f(1) = 1/(exp(1) + 1) < 1/2; `linarith` closes all three parts.

## Symmetrising in a code, and labelling by band

What follows is commentary that the file does not prove. A band-structure code that reduces a mesh by symmetry keeps one representative k of each set of equivalent points, with their summed weight. For the electron count, from which μ is fixed, a weighted loop over representatives suffices. For a matrix-valued quantity such as ρ, the contribution of the omitted point has to be rebuilt by applying the symmetry operation. Here that operation is the matrix σ exchanging the two orbitals, with ρ(−k) = σ ρ(k) σ, so, whether σ is applied inside the loop or, being independent of k, to the weighted sum afterwards, each representative contributes (ρ(k) + σ ρ(k) σ)/2. Its (0,0) entry is N(k)/2, the even part of n₀. Skipping this step yields, in the spin reading, a spurious imbalance between up and down while the total count stays correct, so a check on the electron number does not reveal the error.

Had the occupation been attached to sorted eigenvalues, with a lower band −|sin k| and an upper band +|sin k|, each band occupation would be even in k, folding would be exact, and the counter-example would disappear. The two labellings agree up to an exchange that switches where sin k changes sign. The failure comes from the symmetry k → −k exchanging the two fixed orbitals, not from the crossings themselves: adding a constant real off-diagonal element m ≠ 0 to H(k) opens a gap, with levels ±√(sin²k + m²), keeps H(−k) = σ H(k) σ, and at β > 0, μ = 0 still leaves n₀ below 1/2 inside (0, π).
